# Node spacings of u″ + qu = 0 shrink where q strictly increases

Let $q=1$ for $x<0$ and $q=4$ for $x\ge 0$. The function equal to $\sin x$ on the left and $\tfrac12\sin 2x$ on the right solves $u''+qu=0$, even at $0$, where both halves have value $0$, slope $1$ and second derivative $0$. Its nodes $-\pi,\,0,\,\pi/2$ have spacings $\pi$ and $\pi/2$. Fold the left lobe over the right one about $0$: the lobe with the larger $q$ bends back to zero first. The same folding works for any strictly increasing $q$, provided $u$ satisfies the equation at every point.

## Folding one lobe over the next

**Claim.** Let $u$ be a real solution of $u''+qu=0$ with consecutive nodes $a<b<c$, and let $q$ be strictly increasing on $[a,c]$. Then $c-b<b-a$.

First compare two solutions. Let $f''+pf=0$ and $g''+rg=0$, where $f$ has consecutive nodes $a<b$, $g(a)=0$, and $p<r$ on $(a,b)$. Then $g$ has a node in $(a,b)$.

Suppose it has none. By the intermediate value theorem $f$ and $g$ keep fixed signs on $(a,b)$, so there are constants $s,t$ with $sf>0$ and $tg>0$ there. Put
$$W=(sf')(tg)-(sf)(tg').$$
The terms in $f'g'$ cancel, and
$$W'=st(f''g-fg'')=(r-p)(sf)(tg)>0\quad\text{on }(a,b).$$
Since $f(a)=g(a)=0$, $W(a)=0$, and therefore $W(b)>0$. But $f(b)=0$ gives $W(b)=sf'(b)\,tg(b)$. The slopes $\frac{0-sf(x)}{b-x}$ are negative for $x$ in $(a,b)$, so $sf'(b)\le0$; continuity gives $tg(b)\ge0$. Hence $W(b)\le0$, a contradiction.

Now return to $u$ and suppose $c-b\ge b-a$. The folded lobe $u(2b-x)$ has coefficient $q(2b-x)$ and consecutive nodes $b$ and $2b-a\le c$. For $x$ between them, $2b-x<x$, and both points lie in $[a,c]$, so $q(2b-x)<q(x)$. The comparison gives $u$ a node in $(b,2b-a)\subseteq(b,c)$, which is impossible.

## A solution with logarithmic nodes

Take $u=e^{-x}\sin(\tfrac12e^{2x})$. Then
$$u'=-e^{-x}\sin(\tfrac12e^{2x})+e^{x}\cos(\tfrac12e^{2x}),\qquad u''=-(e^{4x}-1)u,$$
so $q=e^{4x}-1$ is strictly increasing. The nodes are $x_n=\tfrac12\ln(2\pi n)$ for $n\ge1$. The first two spacings are $\tfrac12\ln2\approx0.347$ and $\tfrac12\ln\tfrac32\approx0.203$.

## Equations and nodes in Lean

```lean
import Mathlib

open Set Filter Topology

namespace SturmConvexity
```

`SolvesWave` requires the equation at every real point, with no continuity assumption on `q`. Since a derivative has no jump discontinuities, `q` can nevertheless jump only at a node of `u`, as in the opening example; a step elsewhere is not covered. A radial problem posed only on a half-line is not directly covered either, because the equation is required on the whole line.

```lean
/-- The real function `u` solves the wave equation `u'' + q u = 0` on the line. -/
def SolvesWave (q u : ℝ → ℝ) : Prop :=
  ∃ u' : ℝ → ℝ, ∀ x, HasDerivAt u (u' x) x ∧ HasDerivAt u' (-(q x * u x)) x
```

The next definition already excludes the zero solution, since `u` must be nonzero between its nodes.

```lean
/-- The points `a < b` are nodes of `u`, and `u` has no node between them. -/
def ConsecutiveNodes (u : ℝ → ℝ) (a b : ℝ) : Prop :=
  a < b ∧ u a = 0 ∧ u b = 0 ∧ ∀ x ∈ Ioo a b, u x ≠ 0
```

`Stationary` is the one-particle equation with real $\psi$. It imposes neither normalisation nor boundary conditions, and $E$ may be any real number.

```lean
/-- The real wave function `ψ` solves the stationary Schrödinger equation
`-(ħ²/2m) ψ'' + V ψ = E ψ`. -/
def Stationary (ħ m E : ℝ) (V ψ : ℝ → ℝ) : Prop :=
  ∃ ψ' ψ'' : ℝ → ℝ, ∀ x, HasDerivAt ψ (ψ' x) x ∧ HasDerivAt ψ' (ψ'' x) x ∧
    -(ħ ^ 2 / (2 * m)) * ψ'' x + V x * ψ x = E * ψ x
```

## Comparison through the Wronskian

Differentiability gives continuity, which the sign argument needs.

```lean
theorem SolvesWave.continuous {q u : ℝ → ℝ} (h : SolvesWave q u) : Continuous u := by
  obtain ⟨u', h⟩ := h
  exact continuous_iff_continuousAt.2 fun x => (h x).1.continuousAt
```

`exists_sign` supplies the constants $s$ and $t$: two values of opposite sign would force a node between them.

```lean
/-- A continuous function without nodes in an open interval becomes positive there
after multiplication by a suitable constant. -/
theorem exists_sign {u : ℝ → ℝ} {a b : ℝ} (hu : Continuous u)
    (h0 : ∀ x ∈ Ioo a b, u x ≠ 0) : ∃ s : ℝ, ∀ x ∈ Ioo a b, 0 < s * u x := by
  by_cases h : ∀ x ∈ Ioo a b, 0 < u x
  · exact ⟨1, fun x hx => by linarith [h x hx]⟩
  · refine ⟨-1, fun y hy => ?_⟩
    by_contra hneg
    apply h
    intro x hx
    by_contra hxn
    -- a change of sign would force a node in between
    have hmem : (0 : ℝ) ∈ Icc (u x) (u y) := ⟨by linarith, by linarith⟩
    obtain ⟨z, hz, hz0⟩ :=
      isPreconnected_Ioo.intermediate_value hx hy hu.continuousOn hmem
    exact h0 z hz hz0
```

In the comparison theorem, `hW` computes $W'$, `hmono` makes $W$ strictly increasing, and `hL` and `hG` are the two signs at $b$.

The proof turns on `strictMonoOn_of_deriv_pos`. It asks for continuity on the closed interval but a positive derivative only in its interior. That is exactly what is available, because $W'$ vanishes at both ends along with $f$. No integral of $W'$ is taken, so no integrability of `p` or `r` is assumed.

```lean
/-- Sturm comparison from a common node: if `f` has consecutive nodes `a`, `b`, and `g`
vanishes at `a` and has the larger coefficient in between, then `g` has a node
strictly between `a` and `b`. -/
theorem exists_node_between {p r f g : ℝ → ℝ} {a b : ℝ} (hf : SolvesWave p f)
    (hg : SolvesWave r g) (hn : ConsecutiveNodes f a b) (hga : g a = 0)
    (hpr : ∀ x ∈ Ioo a b, p x < r x) : ∃ x ∈ Ioo a b, g x = 0 := by
  by_contra hno
  have hgc := hg.continuous
  obtain ⟨s, hs⟩ := exists_sign hf.continuous hn.2.2.2
  obtain ⟨t, ht⟩ := exists_sign hgc (fun x hx h => hno ⟨x, hx, h⟩)
  obtain ⟨f', hf⟩ := hf
  obtain ⟨g', hg⟩ := hg
  obtain ⟨hab, hfa, hfb, -⟩ := hn
  -- the Wronskian of the two sign-adjusted solutions
  have hW : ∀ x, HasDerivAt (fun y => (s * f' y) * (t * g y) - (s * f y) * (t * g' y))
      ((r x - p x) * ((s * f x) * (t * g x))) x := by
    intro x
    have h := (((hf x).2.const_mul s).fun_mul ((hg x).1.const_mul t)).fun_sub
      (((hf x).1.const_mul s).fun_mul ((hg x).2.const_mul t))
    exact h.congr_deriv (by ring)
  have hmono : StrictMonoOn
      (fun y => (s * f' y) * (t * g y) - (s * f y) * (t * g' y)) (Icc a b) := by
    apply strictMonoOn_of_deriv_pos (convex_Icc a b)
    · exact fun x _ => (hW x).continuousAt.continuousWithinAt
    · intro x hx
      rw [interior_Icc] at hx
      rw [(hW x).deriv]
      exact mul_pos (sub_pos.2 (hpr x hx)) (mul_pos (hs x hx) (ht x hx))
  -- the first solution comes down to zero at `b`
  have hL : s * f' b ≤ 0 := by
    have hb : b ∉ Iio b := lt_irrefl b
    have h := ((hf b).1.const_mul s).hasDerivWithinAt (s := Iio b)
    refine le_of_tendsto ((hasDerivWithinAt_iff_tendsto_slope' hb).1 h) ?_
    filter_upwards [Ioo_mem_nhdsLT hab] with x hx
    rw [slope_def_field]
    apply div_nonpos_of_nonneg_of_nonpos
    · rw [hfb]
      linarith [hs x hx]
    · linarith [hx.2]
  have hG : 0 ≤ t * g b := by
    have h : Tendsto (fun x => t * g x) (𝓝[<] b) (𝓝 (t * g b)) :=
      ((continuous_const.mul hgc).tendsto b).mono_left nhdsWithin_le_nhds
    refine ge_of_tendsto h ?_
    filter_upwards [Ioo_mem_nhdsLT hab] with x hx
    exact (ht x hx).le
  have h := hmono (left_mem_Icc.2 hab.le) (right_mem_Icc.2 hab.le) hab
  simp only [hfa, hfb, hga, mul_zero, zero_mul, sub_zero] at h
  nlinarith [mul_nonneg (neg_nonneg.2 hL) hG]
```

## The convexity theorem

Reflection $x\mapsto d-x$ changes the sign of the first derivative and preserves the second; it also reverses the order of the nodes.

```lean
/-- The mirror image of a solution solves the wave equation with the mirrored coefficient. -/
theorem SolvesWave.reflect {q u : ℝ → ℝ} (h : SolvesWave q u) (d : ℝ) :
    SolvesWave (fun x => q (d - x)) (fun x => u (d - x)) := by
  obtain ⟨u', h⟩ := h
  refine ⟨fun x => -u' (d - x), fun x => ⟨(h (d - x)).1.comp_const_sub d x, ?_⟩⟩
  exact ((h (d - x)).2.comp_const_sub d x).fun_neg.congr_deriv (by ring)

/-- Reflection carries consecutive nodes to consecutive nodes. -/
theorem ConsecutiveNodes.reflect {u : ℝ → ℝ} {a b : ℝ} (h : ConsecutiveNodes u a b)
    (d : ℝ) : ConsecutiveNodes (fun x => u (d - x)) (d - b) (d - a) := by
  obtain ⟨hab, ha, hb, h0⟩ := h
  refine ⟨by linarith, by simpa using hb, by simpa using ha, fun x hx => ?_⟩
  exact h0 (d - x) ⟨by linarith [hx.2], by linarith [hx.1]⟩
```

With $d=2b$, these lemmas produce the folded lobe. The hypothesis `hlen` is the supposition $c-b\ge b-a$.

```lean
/-- **Sturm convexity theorem**: if `q` is strictly increasing across three consecutive
nodes `a < b < c` of a solution of `u'' + q u = 0`, then `c - b < b - a`. -/
theorem sturm_convexity {q u : ℝ → ℝ} {a b c : ℝ} (hu : SolvesWave q u)
    (hq : StrictMonoOn q (Icc a c)) (h₁ : ConsecutiveNodes u a b)
    (h₂ : ConsecutiveNodes u b c) : c - b < b - a := by
  by_contra hlen
  -- fold the left lobe over the right one
  have hr := h₁.reflect (2 * b)
  have hbb : 2 * b - b = b := by ring
  rw [hbb] at hr
  obtain ⟨x, hx, hx0⟩ := exists_node_between (hu.reflect (2 * b)) hu hr h₁.2.2.1
    (fun x hx => hq ⟨by linarith [hx.2], by linarith [hx.1, h₂.1]⟩
      ⟨by linarith [hx.1, h₁.1], by linarith [hx.2]⟩ (by linarith [hx.1]))
  exact h₂.2.2.2 x ⟨hx.1, by linarith [hx.2]⟩ hx0
```

## Decreasing coefficients, sequences and potentials

Reflecting about the origin turns a decreasing coefficient into an increasing one.

```lean
/-- If `q` is strictly decreasing across three consecutive nodes, the second spacing is
the larger one. -/
theorem spacing_grows {q u : ℝ → ℝ} {a b c : ℝ} (hu : SolvesWave q u)
    (hq : StrictAntiOn q (Icc a c)) (h₁ : ConsecutiveNodes u a b)
    (h₂ : ConsecutiveNodes u b c) : b - a < c - b := by
  have hm : StrictMonoOn (fun x => q (0 - x)) (Icc (0 - c) (0 - a)) := by
    intro x hx y hy hxy
    exact hq ⟨by linarith [hy.2], by linarith [hy.1]⟩
      ⟨by linarith [hx.2], by linarith [hx.1]⟩ (by linarith)
  have h := sturm_convexity (hu.reflect 0) hm (h₂.reflect 0) (h₁.reflect 0)
  linarith
```

For an infinite sequence of consecutive nodes, whose existence is assumed, the theorem applies to each neighbouring pair of spacings.

```lean
/-- Along an infinite sequence of consecutive nodes, the spacings strictly decrease
when `q` is strictly increasing. -/
theorem spacings_strictAnti {q u : ℝ → ℝ} (hu : SolvesWave q u) (hq : StrictMono q)
    (x : ℕ → ℝ) (hx : ∀ n, ConsecutiveNodes u (x n) (x (n + 1))) :
    StrictAnti (fun n => x (n + 1) - x n) :=
  strictAnti_nat_of_succ_lt fun n =>
    sturm_convexity hu (hq.strictMonoOn _) (hx n) (hx (n + 1))
```

For the Schrödinger equation with $\hbar>0$ and $m>0$, the coefficient is $q=2m(E-V)/\hbar^2$, so a falling potential means rising local kinetic energy $E-V$. For one particle in one dimension, this gives a check on a computed real eigenfunction: where $V$ falls strictly across three consecutive nodes, the second spacing must be the smaller, up to the numerical error in the node positions.

```lean
/-- For a stationary state in a potential that strictly falls across three consecutive
nodes, the second node spacing is smaller than the first. -/
theorem nodes_crowd_downhill {ħ m E : ℝ} {V ψ : ℝ → ℝ} {a b c : ℝ} (hħ : 0 < ħ)
    (hm : 0 < m) (hψ : Stationary ħ m E V ψ) (hV : StrictAntiOn V (Icc a c))
    (h₁ : ConsecutiveNodes ψ a b) (h₂ : ConsecutiveNodes ψ b c) : c - b < b - a := by
  obtain ⟨ψ', ψ'', h⟩ := hψ
  -- the squared local wave number plays the role of `q`
  have hw : SolvesWave (fun x => 2 * m * (E - V x) / ħ ^ 2) ψ := by
    refine ⟨ψ', fun x => ⟨(h x).1, (h x).2.1.congr_deriv ?_⟩⟩
    have e : -(ħ ^ 2 / (2 * m)) * ψ'' x = (E - V x) * ψ x := by linarith [(h x).2.2]
    calc ψ'' x = -(2 * m / ħ ^ 2) * (-(ħ ^ 2 / (2 * m)) * ψ'' x) := by field_simp
      _ = -(2 * m * (E - V x) / ħ ^ 2 * ψ x) := by rw [e]; ring
  refine sturm_convexity hw (fun x hx y hy hxy => ?_) h₁ h₂
  have hlt : E - V x < E - V y := by linarith [hV hx hy hxy]
  exact div_lt_div_of_pos_right (mul_lt_mul_of_pos_left hlt (by positivity)) (by positivity)
```

The free wave $\sin kx$ with $k>0$ has constant $q=k^2$ and equal spacings, so a merely nondecreasing $q$ does not give the strict inequality.

```lean
/-- The free wave `sin (k x)` solves the equation with constant `q = k²` and has
consecutive nodes `0`, `π/k`, `2π/k` with equal spacings. -/
theorem free_wave_equal_spacing {k : ℝ} (hk : 0 < k) :
    SolvesWave (fun _ => k ^ 2) (fun x => Real.sin (k * x)) ∧
    ConsecutiveNodes (fun x => Real.sin (k * x)) 0 (Real.pi / k) ∧
    ConsecutiveNodes (fun x => Real.sin (k * x)) (Real.pi / k) (2 * Real.pi / k) ∧
    2 * Real.pi / k - Real.pi / k = Real.pi / k - 0 := by
  have hpi := Real.pi_pos
  have e₁ : k * (Real.pi / k) = Real.pi := by field_simp
  have e₂ : k * (2 * Real.pi / k) = 2 * Real.pi := by field_simp
  refine ⟨⟨fun x => k * Real.cos (k * x), fun x => ?_⟩, ?_, ?_, by ring⟩
  · have hl : HasDerivAt (fun y : ℝ => k * y) k x := by
      simpa using (hasDerivAt_id x).const_mul k
    exact ⟨hl.sin.congr_deriv (by ring), (hl.cos.const_mul k).congr_deriv (by ring)⟩
  · refine ⟨by positivity, by simp, by simp only [e₁, Real.sin_pi], fun x hx => ?_⟩
    exact (Real.sin_pos_of_pos_of_lt_pi (mul_pos hk hx.1) ((lt_div_iff₀' hk).1 hx.2)).ne'
  · refine ⟨?_, by simp only [e₁, Real.sin_pi], by simp only [e₂, Real.sin_two_pi],
      fun x hx h0 => ?_⟩
    · exact div_lt_div_of_pos_right (by linarith) hk
    · have l₁ := (div_lt_iff₀' hk).1 hx.1
      have l₂ := (lt_div_iff₀' hk).1 hx.2
      have hp := Real.sin_pos_of_pos_of_lt_pi (x := k * x - Real.pi)
        (by linarith) (by linarith)
      rw [Real.sin_sub_pi] at hp
      have h0' : Real.sin (k * x) = 0 := h0
      linarith

end SturmConvexity
```

```lean
#print axioms SturmConvexity.spacing_grows
#print axioms SturmConvexity.spacings_strictAnti
#print axioms SturmConvexity.nodes_crowd_downhill
#print axioms SturmConvexity.free_wave_equal_spacing
```

```
'SturmConvexity.spacing_grows' depends on axioms: [propext, Classical.choice, Quot.sound]
'SturmConvexity.spacings_strictAnti' depends on axioms: [propext, Classical.choice, Quot.sound]
'SturmConvexity.nodes_crowd_downhill' depends on axioms: [propext, Classical.choice, Quot.sound]
'SturmConvexity.free_wave_equal_spacing' depends on axioms: [propext, Classical.choice, Quot.sound]
```
